# Faster-than-geometric decay of the Legendre–Matsubara transform at fixed frequency

To obtain a Matsubara Green's function from Legendre coefficients $G_l$ in imaginary time, one sums $G(i\omega)=\sum_l T_l(\omega)G_l$ and cuts the sum at some $l$. The error is the sum of the dropped terms $T_l(\omega)G_l$, so small weights $T_l(\omega)$ help to keep it small. Let $\beta$ be the inverse temperature and $P_l$ the Legendre polynomial. The coefficients are normalised so that $G(\tau)=\frac1\beta\sum_l\sqrt{2l+1}\,P_l(2\tau/\beta-1)\,G_l$ for $0<\tau<\beta$, which gives

$$T_l(\omega)=\frac{\sqrt{2l+1}}{\beta}\int_0^\beta e^{i\omega\tau}P_l(2\tau/\beta-1)\,d\tau .$$

The estimate below bounds these weights at a given frequency; the truncation error also depends on the size of the $G_l$.

## From Rodrigues' formula to a factorial bound

For real $a$, set $F_l(a)=\int_{-1}^1 e^{iax}P_l(x)\,dx$. The claim is

$$F_l(a)=\frac{(ia)^l}{2^l l!}\int_{-1}^1(1-x^2)^l e^{iax}dx,\qquad |F_l(a)|\le\frac{2|a|^l}{2^l l!},$$

with $0^0=1$.

Rodrigues' formula reads $P_l=\frac{1}{2^l l!}\frac{d^l}{dx^l}(x^2-1)^l$. Each derivative removes at most one factor $x^2-1$, so for $k<l$ the $k$-th derivative of $(x^2-1)^l$ still contains $(x^2-1)^{l-k}$ and vanishes at $\pm1$. For a polynomial $p$ with $p(\pm1)=0$,

$$\int_{-1}^1e^{iax}p'\,dx=\big[e^{iax}p\big]_{-1}^1-ia\int_{-1}^1e^{iax}p\,dx=-ia\int_{-1}^1e^{iax}p\,dx .$$

Applying this $l$ times gives $(-ia)^l$. Since $(x^2-1)^l=(-1)^l(1-x^2)^l$, the signs cancel and the identity follows. On $[-1,1]$ we have $0\le1-x^2\le1$ and $|e^{iax}|=1$, so the remaining integral is at most $2$ in modulus.

The bound needs $a$ real. At $a=-i$ and $l=0$ the integral is $\int_{-1}^1e^x\,dx=e-e^{-1}\approx2.35$, above the bound of $2$.

Substituting $\tau=\beta(x+1)/2$ and $a=\omega\beta/2$ gives

$$T_l(\omega)=\tfrac12\sqrt{2l+1}\;e^{i\omega\beta/2}F_l(\omega\beta/2),\qquad |T_l(\omega)|\le\sqrt{2l+1}\,\frac{(|\omega\beta|/4)^l}{l!}.$$

Because $2l+1\le1+3l\le4^l$, the square root is at most $2^l$. Hence for any real $r$, $|r^lT_l(\omega)|\le(|r||\omega\beta|/2)^l/l!\to0$.

At the lowest positive fermionic frequency, $\omega\beta=\pi$ and $a=\pi/2$. For $l=1$, $F_1=2i/a^2=8i/\pi^2$, so $|T_1|=4\sqrt3/\pi^2\approx0.70$, against a bound of $\sqrt3\,\pi/4\approx1.36$. At $l=8$ the bound is already about $1.5\times10^{-5}$.

## Polynomials and transforms in Lean

```lean
import Mathlib

open Polynomial Filter
open scoped Topology

namespace LegendreMatsubara

noncomputable section
```

`legendre l` is a real polynomial, and `derivative^[l]` is the formal derivative applied $l$ times.

```lean
/-- The Legendre polynomial `P_l`, defined by Rodrigues' formula. -/
def legendre (l : ℕ) : ℝ[X] :=
  C (1 / (2 ^ l * (l.factorial : ℝ))) * derivative^[l] ((X ^ 2 - 1) ^ l)
```

`legendreTransform a l` is $F_l(a)$. The polynomial's real value is cast to a complex number.

```lean
/-- The Fourier integral of `P_l` over `[-1, 1]` at real wave number `a`. -/
def legendreTransform (a : ℝ) (l : ℕ) : ℂ :=
  ∫ x in (-1 : ℝ)..1, Complex.exp (Complex.I * a * x) * (((legendre l).eval x : ℝ) : ℂ)
```

`matsubaraLegendre β ω l` is $T_l(\omega)$, with the positive sign in the exponent and the weight $\sqrt{2l+1}/\beta$. Both `β` and `ω` are arbitrary reals; the physical case is $\beta>0$.

```lean
/-- The transform from the `l`-th Legendre coefficient in imaginary time on `[0, β]` to the
frequency `ω`. -/
def matsubaraLegendre (β ω : ℝ) (l : ℕ) : ℂ :=
  ((√(2 * l + 1) / β : ℝ) : ℂ) * ∫ τ in (0 : ℝ)..β,
    Complex.exp (Complex.I * ω * τ) * (((legendre l).eval (2 / β * τ - 1) : ℝ) : ℂ)
```

## Moving derivatives onto the phase

The surviving factor $(x^2-1)^{l-k}$ comes from a Mathlib divisibility lemma, and evaluation at $x^2=1$ makes it zero.

```lean
/-- Derivatives of `(x² - 1)^l` of order below `l` vanish at the end points `x² = 1`. -/
theorem boundary_vanishes {k l : ℕ} (hk : k < l) {x : ℝ} (hx : x ^ 2 = 1) :
    (derivative^[k] ((X ^ 2 - 1 : ℝ[X]) ^ l)).eval x = 0 := by
  obtain ⟨q, hq⟩ := pow_sub_dvd_iterate_derivative_pow (X ^ 2 - 1 : ℝ[X]) l k
  have h : l - k ≠ 0 := by omega
  rw [hq, eval_mul, eval_pow, eval_sub, eval_pow, eval_X, eval_one, hx, sub_self,
    zero_pow h, zero_mul]
```

For the integration by parts, `hd` is the product rule for $e^{iax}p(x)$. The fundamental theorem of calculus gives `key`, where `h1` and `h2` remove the boundary term.

```lean
/-- Integration by parts against a plane wave, for a polynomial that vanishes at `±1`. -/
theorem integral_phase_derivative (a : ℝ) (p : ℝ[X]) (h1 : p.eval 1 = 0)
    (h2 : p.eval (-1) = 0) :
    ∫ x in (-1 : ℝ)..1, Complex.exp (Complex.I * a * x) * (((derivative p).eval x : ℝ) : ℂ)
      = -(Complex.I * a) *
        ∫ x in (-1 : ℝ)..1, Complex.exp (Complex.I * a * x) * ((p.eval x : ℝ) : ℂ) := by
  have hd : ∀ x : ℝ, HasDerivAt
      (fun y : ℝ => Complex.exp (Complex.I * a * y) * ((p.eval y : ℝ) : ℂ))
      (Complex.I * a * (Complex.exp (Complex.I * a * x) * ((p.eval x : ℝ) : ℂ))
        + Complex.exp (Complex.I * a * x) * (((derivative p).eval x : ℝ) : ℂ)) x := by
    intro x
    have e0 : HasDerivAt (fun y : ℝ => Complex.I * a * (y : ℂ)) (Complex.I * a) x :=
      ((hasDerivAt_id x).ofReal_comp.const_mul (Complex.I * (a : ℂ))).congr_deriv (by simp)
    have e1 : HasDerivAt (fun y : ℝ => Complex.exp (Complex.I * a * (y : ℂ)))
      (Complex.exp (Complex.I * a * x) * (Complex.I * a)) x := e0.cexp
    have e2 : HasDerivAt (fun y : ℝ => ((p.eval y : ℝ) : ℂ))
      (((derivative p).eval x : ℝ) : ℂ) x := (p.hasDerivAt x).ofReal_comp
    exact (e1.fun_mul e2).congr_deriv (by ring)
  have hc : ∀ q : ℝ[X], Continuous
      (fun x : ℝ => Complex.exp (Complex.I * a * x) * ((q.eval x : ℝ) : ℂ)) := fun q =>
    (by fun_prop : Continuous fun x : ℝ => Complex.exp (Complex.I * a * x)).mul
      (Complex.continuous_ofReal.comp q.continuous)
  have hcp : Continuous (fun x : ℝ => Complex.I * a *
      (Complex.exp (Complex.I * a * x) * ((p.eval x : ℝ) : ℂ))) :=
    continuous_const.mul (hc p)
  have i1 := hcp.intervalIntegrable (μ := MeasureTheory.volume) (-1) 1
  have i2 := (hc (derivative p)).intervalIntegrable (μ := MeasureTheory.volume) (-1) 1
  -- the boundary term is zero
  have key := intervalIntegral.integral_eq_sub_of_hasDerivAt (fun x _ => hd x) (i1.add i2)
  rw [intervalIntegral.integral_add i1 i2, intervalIntegral.integral_const_mul] at key
  simp only [h1, h2, Complex.ofReal_zero, mul_zero, sub_zero] at key
  linear_combination key
```

Induction on `k` repeats the step, with `k ≤ l` ensuring that every boundary term vanishes.

```lean
/-- Up to `l` derivatives of `(x² - 1)^l` can be traded for powers of `-ia`. -/
theorem integral_phase_iterate (a : ℝ) (l k : ℕ) (hk : k ≤ l) :
    ∫ x in (-1 : ℝ)..1, Complex.exp (Complex.I * a * x) *
        (((derivative^[k] ((X ^ 2 - 1 : ℝ[X]) ^ l)).eval x : ℝ) : ℂ)
      = (-(Complex.I * a)) ^ k * ∫ x in (-1 : ℝ)..1, Complex.exp (Complex.I * a * x) *
        ((((X ^ 2 - 1 : ℝ[X]) ^ l).eval x : ℝ) : ℂ) := by
  induction k with
  | zero => simp only [Function.iterate_zero, id_eq, pow_zero, one_mul]
  | succ k ih =>
    rw [Function.iterate_succ_apply', integral_phase_derivative a _
      (boundary_vanishes (by omega) (by norm_num)) (boundary_vanishes (by omega) (by norm_num)),
      ih (by omega), pow_succ]
    ring
```

## The identity and its bound

`hL` extracts the Rodrigues prefactor, `hR` turns $x^2-1$ into $1-x^2$, and `hs` cancels the signs.

```lean
/-- The Fourier integral of `P_l` is `(ia)^l / (2^l l!)` times that of `(1 - x²)^l`. -/
theorem legendreTransform_eq (a : ℝ) (l : ℕ) :
    legendreTransform a l = (Complex.I * a) ^ l / (2 ^ l * (l.factorial : ℂ)) *
      ∫ x in (-1 : ℝ)..1, (1 - (x : ℂ) ^ 2) ^ l * Complex.exp (Complex.I * a * x) := by
  have hL : legendreTransform a l = 1 / (2 ^ l * (l.factorial : ℂ)) *
      ∫ x in (-1 : ℝ)..1, Complex.exp (Complex.I * a * x) *
        (((derivative^[l] ((X ^ 2 - 1 : ℝ[X]) ^ l)).eval x : ℝ) : ℂ) := by
    rw [← intervalIntegral.integral_const_mul, legendreTransform]
    apply intervalIntegral.integral_congr
    intro x _
    simp only [legendre, eval_mul, eval_C]
    push_cast
    ring
  have hR : ∫ x in (-1 : ℝ)..1, Complex.exp (Complex.I * a * x) *
        ((((X ^ 2 - 1 : ℝ[X]) ^ l).eval x : ℝ) : ℂ) = (-1) ^ l *
      ∫ x in (-1 : ℝ)..1, (1 - (x : ℂ) ^ 2) ^ l * Complex.exp (Complex.I * a * x) := by
    rw [← intervalIntegral.integral_const_mul]
    apply intervalIntegral.integral_congr
    intro x _
    have h : ((x : ℂ) ^ 2 - 1) ^ l = (-1) ^ l * (1 - (x : ℂ) ^ 2) ^ l := by
      rw [← mul_pow]
      congr 1
      ring
    simp only [eval_pow, eval_sub, eval_X, eval_one]
    push_cast
    rw [h]
    ring
  -- the two signs cancel
  have hs : (-(Complex.I * a)) ^ l * (-1) ^ l = (Complex.I * (a : ℂ)) ^ l := by
    rw [← mul_pow]
    congr 1
    ring
  rw [hL, integral_phase_iterate a l l le_rfl, hR, ← hs]
  ring
```

`hint` bounds the integral by the interval length, and `hcoef` computes the norm of the prefactor.

```lean
/-- The Fourier integral of `P_l` is bounded by `2 |a|^l / (2^l l!)`. -/
theorem norm_legendreTransform_le (a : ℝ) (l : ℕ) :
    ‖legendreTransform a l‖ ≤ 2 * |a| ^ l / (2 ^ l * (l.factorial : ℝ)) := by
  have hint : ‖∫ x in (-1 : ℝ)..1,
      (1 - (x : ℂ) ^ 2) ^ l * Complex.exp (Complex.I * a * x)‖ ≤ 1 * |(1 : ℝ) - (-1)| := by
    apply intervalIntegral.norm_integral_le_of_norm_le_const
    intro x hx
    rw [Set.uIoc_of_le (by norm_num)] at hx
    obtain ⟨h1, h2⟩ := hx
    rw [show Complex.I * a * x = ((a * x : ℝ) : ℂ) * Complex.I by push_cast; ring,
      show (1 - (x : ℂ) ^ 2) = ((1 - x ^ 2 : ℝ) : ℂ) by push_cast; ring,
      norm_mul, Complex.norm_exp_ofReal_mul_I, mul_one, norm_pow, Complex.norm_real,
      Real.norm_eq_abs]
    exact pow_le_one₀ (abs_nonneg _) (abs_le.2 ⟨by nlinarith, by nlinarith⟩)
  have hcoef : ‖(Complex.I * (a : ℂ)) ^ l / (2 ^ l * (l.factorial : ℂ))‖
      = |a| ^ l / (2 ^ l * (l.factorial : ℝ)) := by simp
  rw [legendreTransform_eq, norm_mul, hcoef]
  calc _ ≤ |a| ^ l / (2 ^ l * (l.factorial : ℝ)) * (1 * |(1 : ℝ) - (-1)|) :=
        mul_le_mul_of_nonneg_left hint (by positivity)
    _ = _ := by
        rw [show |(1 : ℝ) - (-1)| = 2 by norm_num]
        ring
```

## Imaginary time and Matsubara frequencies

`hs` performs the change of variables and `he` splits off the phase.

```lean
/-- For `β ≠ 0`, the imaginary-time transform is a phase times the Fourier integral of `P_l` at `a =
ωβ/2`, with weight `√(2l+1)/2`. -/
theorem matsubaraLegendre_eq {β : ℝ} (hβ : β ≠ 0) (ω : ℝ) (l : ℕ) :
    matsubaraLegendre β ω l = ((√(2 * l + 1) / 2 : ℝ) : ℂ) *
      Complex.exp (((ω * β / 2 : ℝ) : ℂ) * Complex.I) * legendreTransform (ω * β / 2) l := by
  -- map `[0, β]` to `[-1, 1]`
  have hs : ∫ τ in (0 : ℝ)..β, Complex.exp (Complex.I * ((ω * β / 2 : ℝ) : ℂ) *
        ((2 / β * τ - 1 : ℝ) : ℂ)) * (((legendre l).eval (2 / β * τ - 1) : ℝ) : ℂ)
      = (2 / β)⁻¹ • legendreTransform (ω * β / 2) l := by
    have h := intervalIntegral.integral_comp_mul_sub (a := 0) (b := β)
      (fun x : ℝ => Complex.exp (Complex.I * ((ω * β / 2 : ℝ) : ℂ) * x) *
        (((legendre l).eval x : ℝ) : ℂ)) (div_ne_zero two_ne_zero hβ) 1
    rw [show 2 / β * 0 - 1 = (-1 : ℝ) by ring,
      show 2 / β * β - 1 = (1 : ℝ) by rw [div_mul_cancel₀ _ hβ]; norm_num] at h
    exact h
  have hi : ∫ τ in (0 : ℝ)..β, Complex.exp (Complex.I * ω * τ) *
        (((legendre l).eval (2 / β * τ - 1) : ℝ) : ℂ)
      = Complex.exp (((ω * β / 2 : ℝ) : ℂ) * Complex.I) *
        ((2 / β)⁻¹ • legendreTransform (ω * β / 2) l) := by
    rw [← hs, ← intervalIntegral.integral_const_mul]
    apply intervalIntegral.integral_congr
    intro τ _
    have hb : (β : ℂ) * (β : ℂ)⁻¹ = 1 := mul_inv_cancel₀ (Complex.ofReal_ne_zero.2 hβ)
    have he : Complex.exp (Complex.I * ω * τ) =
        Complex.exp (((ω * β / 2 : ℝ) : ℂ) * Complex.I) *
        Complex.exp (Complex.I * ((ω * β / 2 : ℝ) : ℂ) * ((2 / β * τ - 1 : ℝ) : ℂ)) := by
      rw [← Complex.exp_add]
      congr 1
      push_cast
      linear_combination (-(Complex.I * ω * τ)) * hb
    dsimp only
    rw [he, mul_assoc]
  have hc : ((√(2 * l + 1) / β : ℝ) : ℂ) * (((2 / β)⁻¹ : ℝ) : ℂ)
      = ((√(2 * l + 1) / 2 : ℝ) : ℂ) := by
    rw [← Complex.ofReal_mul]
    congr 1
    field_simp
  rw [matsubaraLegendre, hi, Complex.real_smul, ← hc]
  ring
```

The bound holds for every real frequency, bosonic ones included. At `β = 0` it is trivial, since the transform is then zero.

```lean
/-- The imaginary-time transform is bounded by `√(2l+1) (|ωβ|/4)^l / l!`. -/
theorem norm_matsubaraLegendre_le (β ω : ℝ) (l : ℕ) :
    ‖matsubaraLegendre β ω l‖ ≤ √(2 * l + 1) * (|ω * β| / 4) ^ l / (l.factorial : ℝ) := by
  by_cases hβ : β = 0
  · have h0 : matsubaraLegendre β ω l = 0 := by simp [matsubaraLegendre, hβ]
    rw [h0, norm_zero]
    positivity
  have hp : |ω * β / 2| ^ l = 2 ^ l * (|ω * β| / 4) ^ l := by
    rw [← mul_pow, abs_div, abs_two]
    congr 1
    ring
  rw [matsubaraLegendre_eq hβ, norm_mul, norm_mul, Complex.norm_exp_ofReal_mul_I,
    Complex.norm_real, Real.norm_of_nonneg (by positivity), mul_one]
  calc _ ≤ √(2 * l + 1) / 2 * (2 * |ω * β / 2| ^ l / (2 ^ l * (l.factorial : ℝ))) :=
        mul_le_mul_of_nonneg_left (norm_legendreTransform_le _ l) (by positivity)
    _ = _ := by
        rw [hp]
        field_simp
```

The hypothesis `hω` expresses the antiperiodicity of fermionic Green's functions in imaginary time. It removes the temperature from the bound at fixed index `n`.

```lean
/-- At a fermionic Matsubara frequency, `ωβ = (2n+1)π`, the bound depends only on `n` and `l`. -/
theorem norm_fermionic_le {β ω : ℝ} {n : ℤ} (hω : ω * β = (2 * n + 1) * Real.pi) (l : ℕ) :
    ‖matsubaraLegendre β ω l‖ ≤
      √(2 * l + 1) * (|2 * (n : ℝ) + 1| * Real.pi / 4) ^ l / (l.factorial : ℝ) := by
  have h := norm_matsubaraLegendre_le β ω l
  rwa [hω, abs_mul, abs_of_pos Real.pi_pos] at h
```

The last theorem multiplies the norm of the transform by $r^l$, for any real `r`, and shows that the product tends to zero; `hs` handles the square root. The limit is taken at fixed `β` and `ω`; no uniformity in frequency is stated.

```lean
/-- At fixed frequency the transform decays in `l` faster than any geometric sequence. -/
theorem matsubaraLegendre_decay (β ω r : ℝ) :
    Tendsto (fun l : ℕ => r ^ l * ‖matsubaraLegendre β ω l‖) atTop (𝓝 0) := by
  refine squeeze_zero_norm (fun l => ?_)
    (FloorSemiring.tendsto_pow_div_factorial_atTop (|r| * (2 * (|ω * β| / 4))))
  -- the square-root weight grows at most like `2^l`
  have hs : √(2 * (l : ℝ) + 1) ≤ 2 ^ l := by
    refine Real.sqrt_le_iff.2 ⟨by positivity, ?_⟩
    have h := one_add_mul_le_pow (a := (3 : ℝ)) (by norm_num) l
    have h4 : ((2 : ℝ) ^ l) ^ 2 = (1 + 3) ^ l := by
      rw [← pow_mul, mul_comm, pow_mul]
      norm_num
    have hl : (0 : ℝ) ≤ l := Nat.cast_nonneg l
    rw [h4]
    linarith
  rw [norm_mul, norm_pow, norm_norm, Real.norm_eq_abs]
  calc _ ≤ |r| ^ l * (√(2 * l + 1) * (|ω * β| / 4) ^ l / (l.factorial : ℝ)) :=
        mul_le_mul_of_nonneg_left (norm_matsubaraLegendre_le β ω l) (by positivity)
    _ ≤ |r| ^ l * (2 ^ l * (|ω * β| / 4) ^ l / (l.factorial : ℝ)) := by gcongr
    _ = _ := by
        rw [mul_pow, mul_pow]
        ring

end

end LegendreMatsubara
```

```lean
#print axioms LegendreMatsubara.norm_fermionic_le
#print axioms LegendreMatsubara.matsubaraLegendre_decay
```

```
'LegendreMatsubara.norm_fermionic_le' depends on axioms: [propext, Classical.choice, Quot.sound]
'LegendreMatsubara.matsubaraLegendre_decay' depends on axioms: [propext, Classical.choice, Quot.sound]
```
